# Nonnegative quadratic forms from powers of the reduced kernel of a softened squared distance

For finitely many point charges at positions $r_i$ in a real inner product space, write $s_i = \|r_i\|^2 + \varepsilon^2/2$ and let the reduced kernel be $K_{ij} = (1 + s_i s_j + 2\langle r_i, r_j\rangle)/((1+s_i)(1+s_j))$, which equals $1 - (\|r_i - r_j\|^2 + \varepsilon^2)/((1+s_i)(1+s_j))$. The theorem `reducedKernel_pow_pos` states that $\sum_{i,j} p_i p_j K_{ij}^n \ge 0$ for every natural number $n$ and all real charges $p_i$, with no neutrality condition. The proof is by induction on $n$, and at $n = 0$ the sum is the square of the total charge. In the step, the charges are rescaled to $c_i = p_i/(1+s_i)$ and one factor of $K_{ij}$ is split into the three terms of its numerator. The induction hypothesis handles the first two terms, and the lemma `IsPosKernel.inner_mul` handles the one with the inner product.

An attempt in Lean 4 with a fault in it:

```lean
import Mathlib

open Finset

namespace SoftLogPlasma

noncomputable section

variable {ι E : Type*} [Fintype ι] [NormedAddCommGroup E] [InnerProductSpace ℝ E]

/-- A pair interaction whose quadratic form is nonnegative for all real charges. -/
def IsPosKernel (B : ι → ι → ℝ) : Prop :=
  ∀ p : ι → ℝ, 0 ≤ ∑ i, ∑ j, p i * p j * B i j

/-- The squared distance from the origin, shifted by half the squared softening length. -/
def softSq (ε : ℝ) (x : E) : ℝ := ‖x‖ ^ 2 + ε ^ 2 / 2

/-- The reduced pair kernel left after one-particle factors are taken out of the softened
squared distance. -/
def reducedKernel (ε : ℝ) (x y : E) : ℝ :=
  (1 + softSq ε x * softSq ε y + 2 * inner ℝ x y) / ((1 + softSq ε x) * (1 + softSq ε y))

omit [InnerProductSpace ℝ E] in
/-- The shifted squared distance from the origin is nonnegative. -/
lemma softSq_nonneg (ε : ℝ) (x : E) : 0 ≤ softSq ε x := by
  unfold softSq
  positivity

/-- Multiplying a positive kernel by the inner products of the positions gives a positive
kernel. -/
theorem IsPosKernel.inner_mul {B : ι → ι → ℝ} (hB : IsPosKernel B) (r : ι → E) :
    IsPosKernel fun i j => inner ℝ (r i) (r j) * B i j := by
  intro p
  -- expand the inner products in an orthonormal basis of the span of the positions
  let S := Submodule.span ℝ (Set.range r)
  have : FiniteDimensional ℝ S := FiniteDimensional.span_of_finite ℝ (Set.finite_range r)
  let b := stdOrthonormalBasis ℝ S
  let x : ι → S := fun i => ⟨r i, Submodule.subset_span (Set.mem_range_self i)⟩
  have hx : ∀ i j, inner ℝ (r i) (r j) =
      ∑ k, inner ℝ (x i) (b k) * inner ℝ (x j) (b k) := by
    intro i j
    have h := b.sum_inner_mul_inner (x i) (x j)
    calc inner ℝ (r i) (r j) = inner ℝ (x i) (x j) := rfl
      _ = _ := by
        rw [← h]
        exact sum_congr rfl fun k _ => by rw [real_inner_comm (x j) (b k)]
  have key : ∑ k, ∑ i, ∑ j,
      (p i * inner ℝ (x i) (b k)) * (p j * inner ℝ (x j) (b k)) * B i j =
      ∑ i, ∑ j, p i * p j * (inner ℝ (r i) (r j) * B i j) := by
    rw [sum_comm]
    refine sum_congr rfl fun i _ => ?_
    rw [sum_comm]
    refine sum_congr rfl fun j _ => ?_
    rw [hx i j, sum_mul, mul_sum]
    exact sum_congr rfl fun k _ => by ring
  change 0 ≤ ∑ i, ∑ j, p i * p j * (inner ℝ (r i) (r j) * B i j)
  rw [← key]
  exact sum_nonneg fun k _ => hB fun i => p i * inner ℝ (x i) (b k)

/-- Every power of the reduced kernel is a positive kernel. -/
theorem reducedKernel_pow_pos (ε : ℝ) (r : ι → E) (n : ℕ) :
    IsPosKernel fun i j => reducedKernel ε (r i) (r j) ^ n := by
  induction n with
  | zero =>
    intro p
    simp only [pow_zero, mul_one]
    rw [← sum_mul_sum]
    exact mul_self_nonneg _
  | succ n ih =>
    intro p
    let c : ι → ℝ := fun i => p i / (1 + softSq ε (r i))
    have h1 := ih c
    have h2 := ih fun i => c i * softSq ε (r i)
    have h3 := ih.inner_mul r c
    -- the three terms in the numerator of the kernel each give a nonnegative form
    have e : ∀ i j, p i * p j * reducedKernel ε (r i) (r j) =
        c i * c j + c i * softSq ε (r i) * (c j * softSq ε (r j))
          + 2 * (c i * c j * inner ℝ (r i) (r j)) := by
      intro i j
      have hi : 1 + softSq ε (r i) ≠ 0 := by linarith [softSq_nonneg ε (r i)]
      have hj : 1 + softSq ε (r j) ≠ 0 := by linarith [softSq_nonneg ε (r j)]
      simp only [c, reducedKernel]
      field_simp
    have h := add_nonneg (add_nonneg h1 h2) (mul_nonneg (zero_le_two (α := ℝ)) h3)
    simp only [mul_sum, ← sum_add_distrib] at h
    refine h.trans_eq (sum_congr rfl fun i _ => sum_congr rfl fun j _ => ?_)
    rw [pow_succ]
    linear_combination (-(reducedKernel ε (r i) (r j) ^ n)) * e i j

end

end SoftLogPlasma
```

The compiler's answer:

```
Main.lean:87:8: error: Tactic `rewrite` failed: Did not find an occurrence of the pattern
  ?a ^ (?n + 1)
in the target expression
  c i * c j * reducedKernel ε (r i) (r j) ^ n +
        c i * softSq ε (r i) * (c j * softSq ε (r j)) * reducedKernel ε (r i) (r j) ^ n +
      2 * (c i * c j * (inner ℝ (r i) (r j) * reducedKernel ε (r i) (r j) ^ n)) =
    p i * p j * (fun i j => reducedKernel ε (r i) (r j) ^ (n + 1)) i j

case succ
ι : Type u_1
E : Type u_2
inst✝² : Fintype ι
inst✝¹ : NormedAddCommGroup E
inst✝ : InnerProductSpace ℝ E
ε : ℝ
r : ι → E
n : ℕ
ih : IsPosKernel fun i j => reducedKernel ε (r i) (r j) ^ n
p : ι → ℝ
c : ι → ℝ := fun i => p i / (1 + softSq ε (r i))
h1 : 0 ≤ ∑ i, ∑ j, c i * c j * (fun i j => reducedKernel ε (r i) (r j) ^ n) i j
h2 : 0 ≤ ∑ i, ∑ j, c i * softSq ε (r i) * (c j * softSq ε (r j)) * (fun i j => reducedKernel ε (r i) (r j) ^ n) i j
h3 : 0 ≤ ∑ i, ∑ j, c i * c j * (fun i j => inner ℝ (r i) (r j) * reducedKernel ε (r i) (r j) ^ n) i j
e :
  ∀ (i j : ι),
    p i * p j * reducedKernel ε (r i) (r j) =
      c i * c j + c i * softSq ε (r i) * (c j * softSq ε (r j)) + 2 * (c i * c j * inner ℝ (r i) (r j))
h :
  0 ≤
    ∑ x,
      ∑ x_1,
        (c x * c x_1 * reducedKernel ε (r x) (r x_1) ^ n +
            c x * softSq ε (r x) * (c x_1 * softSq ε (r x_1)) * reducedKernel ε (r x) (r x_1) ^ n +
          2 * (c x * c x_1 * (inner ℝ (r x) (r x_1) * reducedKernel ε (r x) (r x_1) ^ n)))
i : ι
x✝¹ : i ∈ univ
j : ι
x✝ : j ∈ univ
⊢ c i * c j * reducedKernel ε (r i) (r j) ^ n +
        c i * softSq ε (r i) * (c j * softSq ε (r j)) * reducedKernel ε (r i) (r j) ^ n +
      2 * (c i * c j * (inner ℝ (r i) (r j) * reducedKernel ε (r i) (r j) ^ n)) =
    p i * p j * (fun i j => reducedKernel ε (r i) (r j) ^ (n + 1)) i j
```

What went wrong. The one error is at `rw [pow_succ]`, which looks for a power of the form `?a ^ (?n + 1)` and reports that there is none. The goal does show `^ (n + 1)`, but inside a function that has not yet been applied to its arguments: `(fun i j => reducedKernel ε (r i) (r j) ^ (n + 1)) i j`. There the base of the power depends on the function's own bound variables `i` and `j`, and `rw` cannot rewrite a term that contains bound variables. The function is there because `IsPosKernel` is stated for a general kernel `B`, and here `B` is given as a `fun`. The left side has no such function, since it comes from `h`, which `simp only` had already simplified.

The added `beta_reduce` carries out the application, so that the right side becomes `p i * p j * reducedKernel ε (r i) (r j) ^ (n + 1)`. Now `i` and `j` are the fixed indices of the goal, and `pow_succ` can split off one factor of the kernel. The closing `linear_combination` is unchanged.

The repair, with which the file compiles:

```diff
@@ -85,4 +85,5 @@
     simp only [mul_sum, ← sum_add_distrib] at h
     refine h.trans_eq (sum_congr rfl fun i _ => sum_congr rfl fun j _ => ?_)
+    beta_reduce
     rw [pow_succ]
     linear_combination (-(reducedKernel ε (r i) (r j) ^ n)) * e i j
```
